# The one-body operator multiplies a Slater determinant of eigenorbitals by the sum of their eigenvalues

Place several electrons in a molecule or on a small lattice and neglect their mutual repulsion. Diagonalising a one-electron matrix A gives orbitals and orbital energies. What is the energy of the many-electron state in which N of these orbitals are filled? Adding up the orbital energies is the familiar answer, and it follows from the algebra of creation and annihilation operators.

## Filling orbitals one at a time

Let i run over finitely many modes, for instance an orthonormal set of spin orbitals. The operator cᵢ removes a fermion from mode i and cᵢ† adds one. They satisfy the canonical anticommutation relations, which encode fermionic antisymmetry:

cᵢcⱼ + cⱼcᵢ = 0

cᵢ†cⱼ† + cⱼ†cᵢ† = 0

cᵢcⱼ† + cⱼ†cᵢ = δᵢⱼ

Let v be a vacuum: every cᵢ kills v, so no mode holds a fermion. For coefficient vectors u and w define

Q(A) = Σᵢⱼ Aᵢⱼ cᵢ†cⱼ,  d†(u) = Σᵢ uᵢcᵢ†,  a(w) = Σᵢ wᵢcᵢ.

Take N orbitals uᵣ with Auᵣ = eᵣuᵣ, numbered r = 0, …, N−1, and let Φ = d†(u₀)d†(u₁)⋯v be their Slater determinant. The claim is

Q(A)Φ = (Σᵣ eᵣ)Φ.

If v ≠ 0 and the orbitals are linearly independent, then also Φ ≠ 0, so Φ is an eigenvector.

First commute one term of Q(A) with one creator. Adding and subtracting cᵢ†cₖ†cⱼ gives

cᵢ†cⱼcₖ† − cₖ†cᵢ†cⱼ = cᵢ†(cⱼcₖ† + cₖ†cⱼ) − (cᵢ†cₖ† + cₖ†cᵢ†)cⱼ = δⱼₖcᵢ†.

Multiplying by Aᵢⱼuₖ and summing over all three indices yields

Q(A)d†(u) − d†(u)Q(A) = Σᵢ (Σₖ Aᵢₖuₖ)cᵢ† = d†(Au).

With no orbitals, Φ = v. Every term of Q(A) has an annihilator on the right, so Q(A)v = 0, which is the empty sum times v. Otherwise write Φ = d†(u₀)Φ′, where Φ′ contains the remaining orbitals, and suppose Q(A)Φ′ = E′Φ′ with E′ the sum of their eigenvalues. Then

Q(A)Φ = d†(u₀)Q(A)Φ′ + d†(Au₀)Φ′ = (E′ + e₀)Φ.

Induction on the number of orbitals proves the first claim.

For the second, the anticommutation relations give

a(w)d†(u) + d†(u)a(w) = w·u,  w·u = Σᵢ wᵢuᵢ,

with no complex conjugation. If w·uᵣ = 0 for every occupied orbital, a(w) can be moved through all the creators, changing only the sign, until it kills v. Hence a(w)Φ = 0.

Linear independence supplies a w with w·u₀ = 1 and w·uᵣ = 0 for the other orbitals: take the linear functional that reads off the coefficient of u₀ on the span of the orbitals, and extend it to all coefficient vectors. For this w, a(w)Φ′ = 0, and therefore

a(w)Φ = Φ′ − d†(u₀)a(w)Φ′ = Φ′.

If Φ were zero, Φ′ would be zero too. Repeating the argument would end at v = 0, a contradiction.

## Two sites, and a doubly used orbital

Take modes 0 and 1 and the matrix with rows (2, 1) and (1, 2). The orbitals u₀ = (1, 1) and u₁ = (1, −1) have eigenvalues 3 and 1. Their determinant is

(c₀† + c₁†)(c₀† − c₁†)v = −2c₀†c₁†v.

With normalised orbitals (1, ±1)/√2 it is −c₀†c₁†v. Both sites are occupied, so the hopping terms give zero, and the diagonal terms give 2 + 2 = 4, which equals 3 + 1.

For the eigenvector claim, it is not enough that each orbital be a nonzero eigenvector. Let A be the identity matrix and u₀ = u₁ = (1, 0). The determinant is c₀†c₀†v = 0, as the Pauli principle demands. The multiplication formula reads 0 = 2·0, but the zero vector is not an eigenvector.

## Modes, orbitals and determinants in Lean

The type `ι` labels the finitely many modes. The state space `V` is any complex vector space, with no inner product.

```lean
import Mathlib

open Matrix

namespace SlaterDeterminant

noncomputable section

variable {ι V : Type*} [Fintype ι] [DecidableEq ι] [AddCommGroup V] [Module ℂ V]
```

Operators are elements of `Module.End ℂ V`, the linear maps from `V` to itself, and their product is composition. The family `cd` plays the part of cᵢ†, written cᵢ* in the code comments. It is not required to be the adjoint of `c`; only the three relations are assumed.

```lean
/-- The canonical anticommutation relations for annihilators `c i` and creators `cd i`. -/
structure CAR (c cd : ι → Module.End ℂ V) : Prop where
  ann_ann : ∀ i j, c i * c j + c j * c i = 0
  cre_cre : ∀ i j, cd i * cd j + cd j * cd i = 0
  ann_cre : ∀ i j, c i * cd j + cd j * c i = if i = j then 1 else 0
```

The next two definitions are d†(u) and a(w). Textbooks usually give the annihilator of an orbital conjugated coefficients, whereas `annihilate` is linear in `w`.

```lean
/-- The operator `∑ u_i c_i*` that creates a fermion in the orbital `u`. -/
def create (cd : ι → Module.End ℂ V) (u : ι → ℂ) : Module.End ℂ V :=
  ∑ i, u i • cd i

/-- The combination `∑ w_i c_i` of annihilators, linear in `w`. -/
def annihilate (c : ι → Module.End ℂ V) (w : ι → ℂ) : Module.End ℂ V :=
  ∑ i, w i • c i
```

The operator Q(A) is `oneBody`. The matrix `A` need not be Hermitian, and its eigenvalues may be complex.

```lean
/-- The one-body operator `∑ A_ij c_i* c_j`. -/
def oneBody (c cd : ι → Module.End ℂ V) (A : Matrix ι ι ℂ) : Module.End ℂ V :=
  ∑ i, ∑ j, A i j • (cd i * c j)
```

Here "Slater determinant" means the ordered product of creators applied to `v`. The orbitals need be neither normalised nor orthogonal. `Fin N` numbers them from 0, although the code comments count from 1.

```lean
/-- The creators of the orbitals `u_1, …, u_N`, multiplied in this order and applied to `v`. This is
their Slater determinant when `v` is a vacuum. -/
def slater (cd : ι → Module.End ℂ V) {N : ℕ} (u : Fin N → ι → ℂ) (v : V) : V :=
  (List.ofFn fun r => create cd (u r)).prod v
```

The following lemma splits off the first creator, Φ = d†(u₀)Φ′, and every induction below uses it.

```lean
omit [DecidableEq ι] in
/-- A determinant of `N + 1` orbitals is the first creator applied to the determinant
of the others. -/
theorem slater_succ (cd : ι → Module.End ℂ V) {N : ℕ} (u : Fin (N + 1) → ι → ℂ) (v : V) :
    slater cd u v = create cd (u 0) (slater cd (fun r => u r.succ) v) := by
  simp only [slater, List.ofFn_succ, List.prod_cons, Module.End.mul_apply]
```

## The commutator and the eigenvalue sum

In the commutator theorem, `key` is the identity for a single term, with `noncomm_ring` checking the rearrangement. The step `one` sums over the terms of Q(A), and the last calculation sums over the components of `u`. The notation `A *ᵥ u` is the matrix–vector product Au.

```lean
/-- For modes obeying the anticommutation relations, the commutator of a one-body operator
with the creator of `u` is the creator of `A u`. -/
theorem oneBody_commutator {c cd : ι → Module.End ℂ V} (h : CAR c cd)
    (A : Matrix ι ι ℂ) (u : ι → ℂ) :
    oneBody c cd A * create cd u - create cd u * oneBody c cd A = create cd (A *ᵥ u) := by
  -- the commutator of a single hopping term with a single creator
  have key : ∀ i j k, cd i * c j * cd k - cd k * (cd i * c j) =
      if j = k then cd i else 0 := by
    intro i j k
    calc cd i * c j * cd k - cd k * (cd i * c j)
        = cd i * (c j * cd k + cd k * c j) - (cd i * cd k + cd k * cd i) * c j := by
          noncomm_ring
      _ = _ := by
          rw [h.ann_cre, h.cre_cre]
          split_ifs <;> simp
  have one : ∀ k, oneBody c cd A * cd k - cd k * oneBody c cd A = ∑ i, A i k • cd i := by
    intro k
    simp only [oneBody, Finset.sum_mul, Finset.mul_sum, smul_mul_assoc, mul_smul_comm,
      ← Finset.sum_sub_distrib, ← smul_sub, key]
    simp [smul_ite]
  calc oneBody c cd A * create cd u - create cd u * oneBody c cd A
      = ∑ k, u k • (oneBody c cd A * cd k - cd k * oneBody c cd A) := by
        simp only [create, Finset.mul_sum, Finset.sum_mul, mul_smul_comm, smul_mul_assoc,
          smul_sub, Finset.sum_sub_distrib]
    _ = ∑ k, u k • ∑ i, A i k • cd i := by simp only [one]
    _ = create cd (A *ᵥ u) := by
        simp only [create, Matrix.mulVec, dotProduct, Finset.smul_sum, Finset.sum_smul,
          smul_smul]
        rw [Finset.sum_comm]
        exact Finset.sum_congr rfl fun i _ => Finset.sum_congr rfl fun k _ => by
          rw [mul_comm]
```

The first main theorem takes the relations `h`, the vacuum condition `hv` and the orbital equations `hu`. It needs neither independent orbitals nor a nonzero `v`. The case `zero` is Q(A)v = 0. In the case `succ`, `ht` is the result for Φ′ and `hc` is the commutator applied to Φ′; rearranging `hc` adds e₀ to the sum.

```lean
/-- For modes obeying the anticommutation relations, if all annihilators kill `v` and each orbital
`u_r` is an eigenvector of `A` with eigenvalue `e_r`, the one-body operator multiplies the Slater
determinant by `∑ e_r`. -/
theorem oneBody_slater {c cd : ι → Module.End ℂ V} (h : CAR c cd) {v : V}
    (hv : ∀ i, c i v = 0) (A : Matrix ι ι ℂ) {N : ℕ} (u : Fin N → ι → ℂ) (e : Fin N → ℂ)
    (hu : ∀ r, A *ᵥ u r = e r • u r) :
    oneBody c cd A (slater cd u v) = (∑ r, e r) • slater cd u v := by
  induction N with
  | zero => simp [slater, oneBody, LinearMap.sum_apply, hv]
  | succ N ih =>
    have hs : create cd (e 0 • u 0) = e 0 • create cd (u 0) := by
      simp only [create, Finset.smul_sum, smul_smul, Pi.smul_apply, smul_eq_mul]
    have ht := ih (fun r => u r.succ) (fun r => e r.succ) (fun r => hu r.succ)
    -- move the one-body operator past the first creator
    have hc := LinearMap.congr_fun (oneBody_commutator h A (u 0))
      (slater cd (fun r => u r.succ) v)
    rw [hu 0, hs] at hc
    simp only [LinearMap.sub_apply, Module.End.mul_apply, LinearMap.smul_apply, ht,
      map_smul] at hc
    rw [slater_succ, Fin.sum_univ_succ, add_smul]
    exact sub_eq_iff_eq_add.mp hc
```

In simple Hückel and tight-binding models without an explicit electron interaction, this is the rule that the electronic energy is the sum of the orbital energies, counted once for each electron. In Hartree–Fock theory it gives the eigenvalue of the one-body Fock operator for a fixed Fock matrix, which is in general not the total energy. Replacing the Hamiltonian of real, interacting electrons by Q(A) in a finite basis is a physical approximation that the hypotheses do not justify.

## Why the determinant does not vanish

The anticommutator of a(w) with d†(u) is computed first for a single annihilator and then summed with the weights wᵢ. The symbol `⬝ᵥ` is the unconjugated product w·u.

```lean
/-- For modes obeying the anticommutation relations, `∑ w_i c_i` and the creator of `u`
anticommute to the number `∑ w_i u_i`. -/
theorem annihilate_create {c cd : ι → Module.End ℂ V} (h : CAR c cd) (w u : ι → ℂ) :
    annihilate c w * create cd u + create cd u * annihilate c w =
      (w ⬝ᵥ u) • (1 : Module.End ℂ V) := by
  have one : ∀ i, c i * create cd u + create cd u * c i = u i • (1 : Module.End ℂ V) := by
    intro i
    simp only [create, Finset.mul_sum, Finset.sum_mul, mul_smul_comm, smul_mul_assoc,
      ← Finset.sum_add_distrib, ← smul_add, h.ann_cre]
    simp [smul_ite]
  have split : annihilate c w * create cd u + create cd u * annihilate c w =
      ∑ i, w i • (c i * create cd u + create cd u * c i) := by
    simp only [annihilate, Finset.mul_sum, Finset.sum_mul, mul_smul_comm, smul_mul_assoc,
      smul_add, Finset.sum_add_distrib]
  rw [split]
  simp only [one, smul_smul, dotProduct, Finset.sum_smul]
```

If w pairs to zero with every occupied orbital, induction carries a(w) through the determinant to the vacuum.

```lean
/-- For modes obeying the anticommutation relations, if all `c_i` kill `v` and `∑ w_i (u_r)_i = 0`
for every occupied orbital, then `∑ w_i c_i` kills the Slater determinant. -/
theorem annihilate_slater {c cd : ι → Module.End ℂ V} (h : CAR c cd) {v : V}
    (hv : ∀ i, c i v = 0) (w : ι → ℂ) {N : ℕ} (u : Fin N → ι → ℂ)
    (hw : ∀ r, w ⬝ᵥ u r = 0) : annihilate c w (slater cd u v) = 0 := by
  induction N with
  | zero => simp [slater, annihilate, LinearMap.sum_apply, hv]
  | succ N ih =>
    have ht := ih (fun r => u r.succ) (fun r => hw r.succ)
    have hc := LinearMap.congr_fun (annihilate_create h w (u 0))
      (slater cd (fun r => u r.succ) v)
    rw [hw 0] at hc
    simp only [LinearMap.add_apply, Module.End.mul_apply, ht, map_zero, add_zero,
      zero_smul, LinearMap.zero_apply] at hc
    rw [slater_succ]
    exact hc
```

The dual vector comes from a left inverse `g` of the map that sends coefficients to combinations of orbitals. The functional `f` reads off coefficient `s` of the output of `g`, and its values on the unit vectors are the components of w.

```lean
/-- Linearly independent orbitals have dual vectors: some `w` pairs to one with `u_s` and
to zero with the other orbitals. -/
theorem exists_dual {N : ℕ} {u : Fin N → ι → ℂ} (hu : LinearIndependent ℂ u) (s : Fin N) :
    ∃ w : ι → ℂ, ∀ r, w ⬝ᵥ u r = if r = s then 1 else 0 := by
  obtain ⟨g, hg⟩ := LinearMap.exists_leftInverse_of_injective
    (Finsupp.linearCombination ℂ u) (LinearMap.ker_eq_bot.2 hu)
  let f : (ι → ℂ) →ₗ[ℂ] ℂ := (Finsupp.lapply s).comp g
  refine ⟨fun i => f (Pi.single i 1), fun r => ?_⟩
  have hr : g (u r) = Finsupp.single r 1 := by
    simpa using LinearMap.congr_fun hg (Finsupp.single r 1)
  have hx : u r = ∑ i, u r i • (Pi.single i 1 : ι → ℂ) := by
    ext k
    simp [Finset.sum_apply, Pi.single_apply]
  have hf : f (u r) = ∑ i, u r i * f (Pi.single i 1) := by
    conv_lhs => rw [hx]
    simp only [map_sum, map_smul, smul_eq_mul]
  calc (fun i => f (Pi.single i 1)) ⬝ᵥ u r = f (u r) := by
        rw [hf]
        exact Finset.sum_congr rfl fun i _ => mul_comm _ _
    _ = (g (u r)) s := rfl
    _ = _ := by rw [hr, Finsupp.single_apply]
```

The nonvanishing proof assumes Φ = 0 in `hz` and picks the dual vector of orbital 0. The anticommutator then reduces to Φ′ = 0, which contradicts the induction hypothesis for the remaining orbitals.

```lean
/-- For modes obeying the anticommutation relations, the Slater determinant of linearly independent
orbitals over a nonzero vacuum, killed by all annihilators, is nonzero. -/
theorem slater_ne_zero {c cd : ι → Module.End ℂ V} (h : CAR c cd) {v : V}
    (hv : ∀ i, c i v = 0) (hv0 : v ≠ 0) {N : ℕ} (u : Fin N → ι → ℂ)
    (hu : LinearIndependent ℂ u) : slater cd u v ≠ 0 := by
  induction N with
  | zero => simpa [slater] using hv0
  | succ N ih =>
    intro hz
    obtain ⟨w, hw⟩ := exists_dual hu 0
    have ht := annihilate_slater h hv w (fun r => u r.succ)
      (fun r => by rw [hw, if_neg (Fin.succ_ne_zero r)])
    -- removing the first orbital leaves the smaller determinant
    have hc := LinearMap.congr_fun (annihilate_create h w (u 0))
      (slater cd (fun r => u r.succ) v)
    rw [hw 0, if_pos rfl, one_smul] at hc
    simp only [LinearMap.add_apply, Module.End.mul_apply, ht, ← slater_succ, hz, map_zero,
      add_zero, Module.End.one_apply] at hc
    exact ih (fun r => u r.succ) (hu.comp Fin.succ (Fin.succ_injective N)) hc.symm
```

`HasEigenvector` requires both the eigenvalue equation and a nonzero vector, and the two main results supply these in turn.

```lean
/-- For modes obeying the anticommutation relations and a nonzero vacuum killed by all annihilators,
linearly independent eigenvectors of `A` give a Slater determinant that is an eigenvector of the
one-body operator, with eigenvalue the sum of the orbital eigenvalues. -/
theorem slater_hasEigenvector {c cd : ι → Module.End ℂ V} (h : CAR c cd) {v : V}
    (hv : ∀ i, c i v = 0) (hv0 : v ≠ 0) (A : Matrix ι ι ℂ) {N : ℕ} (u : Fin N → ι → ℂ)
    (e : Fin N → ℂ) (hu : ∀ r, A *ᵥ u r = e r • u r) (hli : LinearIndependent ℂ u) :
    Module.End.HasEigenvector (oneBody c cd A) (∑ r, e r) (slater cd u v) :=
  ⟨Module.End.mem_eigenspace_iff.2 (oneBody_slater h hv A u e hu),
    slater_ne_zero h hv hv0 u hli⟩
```

## A two-mode realisation

Explicit matrices show that the assumptions on the operators and the vacuum can be met. The four basis vectors of ℂ⁴ stand for both modes empty, mode 1 filled, mode 0 filled, and both filled. The minus sign in the second matrix makes the two modes anticommute.

```lean
/-- The Jordan-Wigner matrices of two annihilators on a four-dimensional space. -/
def jw : Fin 2 → Matrix (Fin 4) (Fin 4) ℂ :=
  ![!![0, 0, 1, 0; 0, 0, 0, 1; 0, 0, 0, 0; 0, 0, 0, 0],
    !![0, 1, 0, 0; 0, 0, 0, 0; 0, 0, 0, -1; 0, 0, 0, 0]]
```

The creators are the transposes, which for these real matrices are also the adjoints. The relations are checked entry by entry for the matrices, except that those for two creators follow by transposition. `Matrix.toLinAlgEquiv'` then carries them over to linear operators. The last part confirms that both annihilators kill (1, 0, 0, 0).

```lean
/-- The two Jordan-Wigner matrices and their transposes obey the anticommutation relations,
and both annihilators kill the vector `(1, 0, 0, 0)`. -/
theorem CAR_witness :
    CAR (fun i => Matrix.toLinAlgEquiv' (jw i)) (fun i => Matrix.toLinAlgEquiv' (jw i)ᵀ) ∧
      ∀ i, Matrix.toLinAlgEquiv' (jw i) ![1, 0, 0, 0] = 0 := by
  have h1 : ∀ i j, jw i * jw j + jw j * jw i = 0 := by
    intro i j
    ext a b
    fin_cases i <;> fin_cases j <;> fin_cases a <;> fin_cases b <;>
      simp [jw]
  have h2 : ∀ i j, (jw i)ᵀ * (jw j)ᵀ + (jw j)ᵀ * (jw i)ᵀ = 0 := by
    intro i j
    rw [← Matrix.transpose_mul, ← Matrix.transpose_mul, ← Matrix.transpose_add, h1,
      Matrix.transpose_zero]
  have h3 : ∀ i j, jw i * (jw j)ᵀ + (jw j)ᵀ * jw i = if i = j then 1 else 0 := by
    intro i j
    ext a b
    -- expand into entries before inserting the explicit matrices
    simp only [Matrix.add_apply, Matrix.mul_apply, Matrix.transpose_apply, Fin.sum_univ_four]
    fin_cases i <;> fin_cases j <;> fin_cases a <;> fin_cases b <;>
      simp [jw]
  refine ⟨⟨fun i j => ?_, fun i j => ?_, fun i j => ?_⟩, fun i => ?_⟩
  · rw [← map_mul, ← map_mul, ← map_add, h1, map_zero]
  · rw [← map_mul, ← map_mul, ← map_add, h2, map_zero]
  · rw [← map_mul, ← map_mul, ← map_add, h3]
    split_ifs
    · exact map_one _
    · exact map_zero _
  · rw [Matrix.toLinAlgEquiv'_apply]
    ext a
    fin_cases i <;> fin_cases a <;>
      simp [jw, Matrix.mulVec, dotProduct, Fin.sum_univ_succ]

end

end SlaterDeterminant
```

```lean
#print axioms SlaterDeterminant.oneBody_slater
#print axioms SlaterDeterminant.slater_hasEigenvector
```

```
'SlaterDeterminant.oneBody_slater' depends on axioms: [propext, Classical.choice, Quot.sound]
'SlaterDeterminant.slater_hasEigenvector' depends on axioms: [propext, Classical.choice, Quot.sound]
```
